# The spherical average of a displaced 1s Slater function in closed form, for r, R > 0 and z ≠ 0

To get the overlap between a spherical orbital tabulated on a radial grid around one nucleus and a 1s Slater orbital on another, I do the angles first. I average the displaced Slater function over each sphere around the first nucleus, multiply by the tabulated orbital and by 4πr², and integrate over r with the quadrature weights of the grid. For a sphere of radius r, a second nucleus at distance R and a Slater exponent z > 0, the average I use is

½ ∫₋₁¹ exp(−z √(r² + R² − 2rRu)) du = [(1 + z|r − R|) exp(−z|r − R|) − (1 + z(r + R)) exp(−z(r + R))] / (2rRz²),

where u is the cosine of the polar angle. I can derive this by substitution, but I am less sure of myself at r = R, where the sphere runs through the second nucleus and the distance has a square-root singularity in u. Can the formula be proved with that case included, in a form that a proof assistant has checked?

## From the sphere to an integral over distance

Yes. One substitution does most of the work, and it holds for any continuous radial function f, not only for the Slater exponential.

Put the first nucleus at the origin and the second at (0, 0, R). A point on the sphere is (r sin θ cos φ, r sin θ sin φ, r cos θ), and its distance s from the second nucleus satisfies

s² = r² sin²θ (cos²φ + sin²φ) + (r cos θ − R)² = r² + R² − 2rR cos θ.

The azimuth φ has dropped out, so its integral gives 2π. With u = cos θ and du = −sin θ dθ, the surface average becomes

(1/4π) ∫₀^{2π} dφ ∫₀^π f(s) sin θ dθ = ½ ∫₋₁¹ f(s(u)) du.

Now change from u to s. Differentiating s² = r² + R² − 2rRu gives 2s ds = −2rR du, so du = −s ds/(rR). At u = −1 the distance is r + R, and at u = 1 it is |r − R|. Reversing the limits absorbs the minus sign:

½ ∫₋₁¹ f(s(u)) du = (1/(2rR)) ∫_{|r−R|}^{r+R} s f(s) ds.

For f(s) = exp(−zs) the integrand has an elementary primitive, since

d/ds [−(1 + zs) exp(−zs)/z²] = [z(1 + zs) − z] exp(−zs)/z² = s exp(−zs).

Taking its value at r + R minus its value at |r − R|, and dividing by 2rR, gives your formula.

When r ≤ R, we have |r − R| = R − r, and exp(−zR) can be taken out of the numerator:

exp(−zR) [(1 + zR − zr) exp(zr) − (1 + zR + zr) exp(−zr)] = 2 exp(−zR) [(1 + zR) sinh(zr) − zr cosh(zr)].

The average is then

exp(−zR) [(1 + zR) sinh(zr) − zr cosh(zr)] / (rRz²).

For the 2s Slater function s exp(−zs), the integrand is s² exp(−zs). Its primitive is −(2 + 2zs + z²s²) exp(−zs)/z³, because

z(2 + 2zs + z²s²) − (2z + 2z²s) = z³s².

The same two limits give

[(2 + 2z|r − R| + z²|r − R|²) exp(−z|r − R|) − (2 + 2z(r + R) + z²(r + R)²) exp(−z(r + R))] / (2rRz³).

## The same argument in Lean

```lean
import Mathlib

open scoped Real

namespace DisplacedSlaterAverage

noncomputable section

/-- Distance from a point at radius `r` to a centre displaced by `R` from the origin, where `u`
is the cosine of the angle between the two directions. -/
def centreDistance (r R u : ℝ) : ℝ := √(r ^ 2 + R ^ 2 - 2 * r * R * u)

/-- Average over the sphere of radius `r` of a radial function `f` centred at distance `R` from
the origin, written as an integral over the cosine `u` of the polar angle. -/
def sphericalAverage (f : ℝ → ℝ) (r R : ℝ) : ℝ :=
  (1 / 2) * ∫ u in (-1 : ℝ)..1, f (centreDistance r R u)

/-- The distance to the displaced centre varies continuously with the cosine of the angle. -/
theorem continuous_centreDistance (r R : ℝ) : Continuous fun u => centreDistance r R u :=
  Real.continuous_sqrt.comp
    (by fun_prop : Continuous fun u : ℝ => r ^ 2 + R ^ 2 - 2 * r * R * u)

/-- For a continuous radial function centred at `(0, 0, R)`, the surface average over both angles
of the sphere of radius `r` equals `sphericalAverage`. -/
theorem surface_average_eq {f : ℝ → ℝ} (hf : Continuous f) (r R : ℝ) :
    1 / (4 * π) * (∫ φ in (0 : ℝ)..(2 * π), ∫ θ in (0 : ℝ)..π,
      f (√((r * Real.sin θ * Real.cos φ) ^ 2 + (r * Real.sin θ * Real.sin φ) ^ 2
        + (r * Real.cos θ - R) ^ 2)) * Real.sin θ) = sphericalAverage f r R := by
  -- the distance does not depend on the azimuth
  have hdist : ∀ φ θ : ℝ, √((r * Real.sin θ * Real.cos φ) ^ 2
      + (r * Real.sin θ * Real.sin φ) ^ 2 + (r * Real.cos θ - R) ^ 2)
      = centreDistance r R (Real.cos θ) := by
    intro φ θ
    unfold centreDistance
    congr 1
    linear_combination r ^ 2 * Real.sin θ ^ 2 * Real.sin_sq_add_cos_sq φ
      + r ^ 2 * Real.sin_sq_add_cos_sq θ
  -- substitute u = cos θ
  have hθ : ∫ θ in (0 : ℝ)..π, f (centreDistance r R (Real.cos θ)) * Real.sin θ
      = ∫ u in (-1 : ℝ)..1, f (centreDistance r R u) := by
    have h := intervalIntegral.integral_comp_mul_deriv (a := 0) (b := π) (f := Real.cos)
      (f' := fun x => -Real.sin x) (g := fun u => f (centreDistance r R u))
      (fun x _ => Real.hasDerivAt_cos x) (by fun_prop)
      (hf.comp (continuous_centreDistance r R))
    rw [Real.cos_zero, Real.cos_pi, intervalIntegral.integral_symm (-1) 1] at h
    simp only [Function.comp_apply, mul_neg, intervalIntegral.integral_neg] at h
    linarith
  have hc : 1 / (4 * π) * (2 * π - 0) = 1 / 2 := by
    rw [sub_zero, div_mul_eq_mul_div, div_eq_iff (by positivity)]
    ring
  simp_rw [hdist]
  rw [hθ, intervalIntegral.integral_const, smul_eq_mul, ← mul_assoc, hc]
  rfl

/-- For `r, R > 0` the spherical average of a continuous radial function is a one-dimensional
integral over the distances `s` from `|r - R|` to `r + R`, with weight `s / (2 r R)`. -/
theorem sphericalAverage_eq_radial {f : ℝ → ℝ} (hf : Continuous f) {r R : ℝ}
    (hr : 0 < r) (hR : 0 < R) :
    sphericalAverage f r R = (∫ s in |r - R|..(r + R), s * f s) / (2 * r * R) := by
  have hg : Continuous fun s : ℝ => s * f s := continuous_id.mul hf
  have hG : ∀ s : ℝ, HasDerivAt (fun b => ∫ t in (0 : ℝ)..b, t * f t) (s * f s) s :=
    fun s => (hg.integral_hasStrictDerivAt 0 s).hasDerivAt
  have hGc : Continuous fun b : ℝ => ∫ t in (0 : ℝ)..b, t * f t :=
    continuous_iff_continuousAt.2 fun s => (hG s).continuousAt
  have hd := continuous_centreDistance r R
  -- a primitive in u; it is differentiable wherever the distance is positive
  have hderiv : ∀ u ∈ Set.Ioo (-1 : ℝ) 1, HasDerivAt
      (fun u => -(∫ t in (0 : ℝ)..centreDistance r R u, t * f t) / (r * R))
      (f (centreDistance r R u)) u := by
    intro u hu
    have hpos : 0 < r ^ 2 + R ^ 2 - 2 * r * R * u := by
      nlinarith [sq_nonneg (r - R), mul_pos (mul_pos hr hR) (sub_pos.2 hu.2)]
    have hs : centreDistance r R u ≠ 0 := (Real.sqrt_pos.2 hpos).ne'
    have hq : HasDerivAt (fun u : ℝ => r ^ 2 + R ^ 2 - 2 * r * R * u) (-(2 * r * R)) u :=
      (((hasDerivAt_id' u).const_mul (2 * r * R)).const_sub (r ^ 2 + R ^ 2)).congr_deriv
        (by ring)
    have hD : HasDerivAt (fun u => centreDistance r R u)
        (-(2 * r * R) / (2 * centreDistance r R u)) u := hq.sqrt hpos.ne'
    have h := (((hG (centreDistance r R u)).comp u hD).neg).div_const (r * R)
    refine h.congr_deriv ?_
    field_simp
  have key : ∫ u in (-1 : ℝ)..1, f (centreDistance r R u)
      = -(∫ t in (0 : ℝ)..centreDistance r R 1, t * f t) / (r * R)
        - -(∫ t in (0 : ℝ)..centreDistance r R (-1), t * f t) / (r * R) :=
    intervalIntegral.integral_eq_sub_of_hasDerivAt_of_le (by norm_num)
      ((hGc.comp hd).neg.div_const (r * R)).continuousOn hderiv
      ((hf.comp hd).intervalIntegrable (-1) 1)
  -- nearest and farthest points of the sphere
  have h1 : centreDistance r R 1 = |r - R| := by
    unfold centreDistance
    rw [show r ^ 2 + R ^ 2 - 2 * r * R * 1 = (r - R) ^ 2 by ring, Real.sqrt_sq_eq_abs]
  have h2 : centreDistance r R (-1) = r + R := by
    unfold centreDistance
    rw [show r ^ 2 + R ^ 2 - 2 * r * R * (-1) = (r + R) ^ 2 by ring,
      Real.sqrt_sq (by positivity)]
  unfold sphericalAverage
  rw [key, h1, h2, ← intervalIntegral.integral_interval_sub_left
    (hg.intervalIntegrable 0 (r + R)) (hg.intervalIntegrable 0 |r - R|)]
  ring

/-- Derivative of minus a differentiable prefactor `p` times a Slater exponential. -/
theorem hasDerivAt_neg_mul_slater {p : ℝ → ℝ} {p' s : ℝ} (z : ℝ) (hp : HasDerivAt p p' s) :
    HasDerivAt (fun t => -(p t * Real.exp (-z * t)))
      ((z * p s - p') * Real.exp (-z * s)) s := by
  have hE : HasDerivAt (fun t : ℝ => Real.exp (-z * t)) (Real.exp (-z * s) * (-z)) s :=
    (((hasDerivAt_id' s).const_mul (-z)).exp).congr_deriv (by ring)
  exact ((hp.fun_mul hE).fun_neg).congr_deriv (by ring)

/-- For `r, R > 0` and `z ≠ 0`, the closed form of the spherical average of a displaced 1s Slater
function `exp (-z s)`. -/
theorem sphericalAverage_slater1s {r R z : ℝ} (hr : 0 < r) (hR : 0 < R) (hz : z ≠ 0) :
    sphericalAverage (fun s => Real.exp (-z * s)) r R
      = ((1 + z * |r - R|) * Real.exp (-z * |r - R|)
          - (1 + z * (r + R)) * Real.exp (-z * (r + R))) / (2 * r * R * z ^ 2) := by
  have hf : Continuous fun s : ℝ => Real.exp (-z * s) := by fun_prop
  have hF : ∀ s : ℝ, HasDerivAt (fun t => -((1 + z * t) * Real.exp (-z * t)) / z ^ 2)
      (s * Real.exp (-z * s)) s := by
    intro s
    have hp : HasDerivAt (fun t : ℝ => 1 + z * t) z s :=
      (((hasDerivAt_id' s).const_mul z).const_add 1).congr_deriv (by ring)
    refine ((hasDerivAt_neg_mul_slater z hp).div_const (z ^ 2)).congr_deriv ?_
    rw [div_eq_iff (pow_ne_zero 2 hz)]
    ring
  rw [sphericalAverage_eq_radial hf hr hR,
    intervalIntegral.integral_eq_sub_of_hasDerivAt (fun s _ => hF s)
      ((continuous_id.mul hf).intervalIntegrable _ _)]
  ring

/-- For `0 < r ≤ R` and `z ≠ 0`, the 1s average is `exp (-z R)` times a combination of hyperbolic
functions of `z r`. -/
theorem sphericalAverage_slater1s_inner {r R z : ℝ} (hr : 0 < r) (hrR : r ≤ R) (hz : z ≠ 0) :
    sphericalAverage (fun s => Real.exp (-z * s)) r R
      = Real.exp (-z * R) * ((1 + z * R) * Real.sinh (z * r) - z * r * Real.cosh (z * r))
          / (r * R * z ^ 2) := by
  have e1 : Real.exp (-z * (R - r)) = Real.exp (-z * R) * Real.exp (z * r) := by
    rw [← Real.exp_add]
    congr 1
    ring
  have e2 : Real.exp (-z * (r + R)) = Real.exp (-z * R) * Real.exp (-(z * r)) := by
    rw [← Real.exp_add]
    congr 1
    ring
  rw [sphericalAverage_slater1s hr (hr.trans_le hrR) hz, abs_sub_comm,
    abs_of_nonneg (sub_nonneg.2 hrR), e1, e2, Real.sinh_eq, Real.cosh_eq]
  ring

/-- For `r, R > 0` and `z ≠ 0`, the closed form of the spherical average of a displaced 2s Slater
function `s exp (-z s)`. -/
theorem sphericalAverage_slater2s {r R z : ℝ} (hr : 0 < r) (hR : 0 < R) (hz : z ≠ 0) :
    sphericalAverage (fun s => s * Real.exp (-z * s)) r R
      = ((2 + 2 * z * |r - R| + z ^ 2 * (|r - R| * |r - R|)) * Real.exp (-z * |r - R|)
          - (2 + 2 * z * (r + R) + z ^ 2 * ((r + R) * (r + R))) * Real.exp (-z * (r + R)))
        / (2 * r * R * z ^ 3) := by
  have hf : Continuous fun s : ℝ => s * Real.exp (-z * s) := by fun_prop
  have hF : ∀ s : ℝ, HasDerivAt
      (fun t => -((2 + 2 * z * t + z ^ 2 * (t * t)) * Real.exp (-z * t)) / z ^ 3)
      (s * (s * Real.exp (-z * s))) s := by
    intro s
    have hp : HasDerivAt (fun t : ℝ => 2 + 2 * z * t + z ^ 2 * (t * t))
        (2 * z + 2 * z ^ 2 * s) s :=
      ((((hasDerivAt_id' s).const_mul (2 * z)).const_add 2).fun_add
        (((hasDerivAt_id' s).fun_mul (hasDerivAt_id' s)).const_mul (z ^ 2))).congr_deriv
        (by ring)
    refine ((hasDerivAt_neg_mul_slater z hp).div_const (z ^ 3)).congr_deriv ?_
    rw [div_eq_iff (pow_ne_zero 3 hz)]
    ring
  rw [sphericalAverage_eq_radial hf hr hR,
    intervalIntegral.integral_eq_sub_of_hasDerivAt (fun s _ => hF s)
      ((continuous_id.mul hf).intervalIntegrable _ _)]
  ring

end

end DisplacedSlaterAverage
```

```lean
#print axioms DisplacedSlaterAverage.surface_average_eq
#print axioms DisplacedSlaterAverage.sphericalAverage_slater1s_inner
#print axioms DisplacedSlaterAverage.sphericalAverage_slater2s
```

```
'DisplacedSlaterAverage.surface_average_eq' depends on axioms: [propext, Classical.choice, Quot.sound]
'DisplacedSlaterAverage.sphericalAverage_slater1s_inner' depends on axioms: [propext, Classical.choice, Quot.sound]
'DisplacedSlaterAverage.sphericalAverage_slater2s' depends on axioms: [propext, Classical.choice, Quot.sound]
```

## What the theorems say about the orbitals

`centreDistance r R u` is the distance s from the law of cosines, and `sphericalAverage f r R` is half the integral of f(s) over u from −1 to 1. The theorem `surface_average_eq` ties this definition to the geometry: for every continuous f and all real r and R, it equals the iterated integral over φ and θ, with weight sin θ and prefactor 1/(4π), of f evaluated at the Cartesian distance. The displaced centre lies on the polar axis, which is a choice of coordinates.

`sphericalAverage_eq_radial` is the integral over distances, for r > 0, R > 0 and continuous f. Your formula is `sphericalAverage_slater1s`. Its hypotheses are `0 < r`, `0 < R` and `z ≠ 0`, with no condition relating r to R, so r = R is covered. The physical case is z > 0, where z is an inverse length that sets how fast the orbital decays; the identity also holds for negative z. `sphericalAverage_slater1s_inner` is the hyperbolic form for 0 < r ≤ R, and `sphericalAverage_slater2s` is the 2s formula.

The Slater functions are unnormalised. For z > 0, multiply the 1s average by √(z³/π) and the 2s average by √(z⁵/(3π)) to obtain the averages of the normalised orbitals.

Continuity is required of f on the whole real line, which leaves out the Coulomb function 1/s and the Yukawa function exp(−zs)/s. The file also stops at the average: for two-centre overlaps it supplies the angular step when the orbital at the origin is spherical and the displaced one is a single 1s or 2s Slater function, and the radial integration remains to be done.

## How Lean carries out the substitution

`continuous_centreDistance` supplies the continuity of s(u) that the integrals need. In `surface_average_eq`, the step `hdist` removes the azimuth by adding multiples of the two identities sin² + cos² = 1, one for φ and one for θ. The step `hθ` is the substitution u = cos θ, and the remaining constant integral over φ gives 2π, which with the prefactor 1/(4π) makes the factor ½.

`sphericalAverage_eq_radial` works with the primitive

G(b) = ∫₀^b t f(t) dt.

The step `hderiv` shows by the chain rule that −G(s(u))/(rR) has derivative f(s(u)) for −1 < u < 1. This needs s(u) > 0, which `hpos` obtains from

r² + R² − 2rRu = (r − R)² + 2rR(1 − u) > 0.

The steps `h1` and `h2` evaluate the distance at the nearest and farthest points of the sphere, and the difference G(r + R) − G(|r − R|) is then rewritten as a single integral.

`hasDerivAt_neg_mul_slater` is the product rule for a prefactor p: the derivative of −p(t) exp(−zt) at s is (z p(s) − p′(s)) exp(−zs). With p(t) = 1 + zt it gives the 1s primitive, and with p(t) = 2 + 2zt + z²t² the 2s one. Each closed form then follows from the fundamental theorem of calculus and algebra. For the hyperbolic form, `e1` and `e2` split the exponentials, and sinh and cosh are written out through their definitions.

## The fundamental theorem with a bad endpoint

Your worry about r = R is settled by the choice of one Mathlib theorem, `intervalIntegral.integral_eq_sub_of_hasDerivAt_of_le`. It asks that the primitive be continuous on the closed interval, that it have the right derivative on the open interval, and that this derivative be integrable. It asks for no derivative at the endpoints.

That matters at u = 1. When r = R, the distance is s(u) = r√(2(1 − u)), whose slope diverges there. The composite −G(s(u))/(rR) has the finite slope f(0) from the left, but for u > 1 the radicand is negative, Lean's square root returns 0, and the function is constant. For the 1s function f(0) = 1, so there is no two-sided derivative at that point. Continuity is all that is needed there, and the proof has it.

The later integrals over s use `intervalIntegral.integral_eq_sub_of_hasDerivAt`, which does require derivatives at the endpoints too. The Slater primitives are smooth everywhere, so that version applies to them directly.

## The sphere through the nucleus, and the small sphere

Setting R = r in the 1s formula gives

[1 − (1 + 2zr) exp(−2zr)] / (2r²z²),

which is finite for every r > 0.

At the other extreme, let r shrink to zero with R fixed. To first order in zr, the bracket (1 + zR) sinh(zr) − zr cosh(zr) is zR · zr, and dividing by rRz² leaves 1. The average therefore tends to exp(−zR), the value of the displaced function at the origin. On a radial grid that includes r = 0, that is the value to enter at the first point, since the closed form has r in its denominator.
